# Butadiene's Hückel π density matrix holds four electrons, with every orbital occupation between zero and two

The theorem `density_admissible` concerns an explicit real 4×4 matrix P, the π-electron density matrix of neutral butadiene in its Hückel ground state, summed over spin. The model has non-interacting electrons, one orbital per carbon in an orthonormal basis, equal site energies and three equal neighbour couplings. The theorem states that P is symmetric, that 0 ≤ xᵀPx ≤ 2xᵀx for every real vector x, and that the trace of P is 4. Since x need not be normalised, the occupation of the orbital along a nonzero x is xᵀPx/xᵀx, and this lies between 0 and 2. The attempt gets the bounds from symmetry and the identity P² = 2P, then writes the trace as a sum of four diagonal entries and asks `norm_num` to evaluate them from the definition of `density`.

Lean 4 with Mathlib refuses this proof:

```lean
import Mathlib

open Matrix

namespace ButadieneDensity

noncomputable section

/-- Adjacency matrix of the four-site carbon chain. -/
def chain : Matrix (Fin 4) (Fin 4) ℝ :=
  !![0, 1, 0, 0; 1, 0, 1, 0; 0, 1, 0, 1; 0, 0, 1, 0]

/-- The Coulson matrix of butadiene: charges on the diagonal, bond orders off it. -/
def density : Matrix (Fin 4) (Fin 4) ℝ :=
  !![1, 2 / √5, 0, -1 / √5; 2 / √5, 1, 1 / √5, 0;
     0, 1 / √5, 1, 2 / √5; -1 / √5, 0, 2 / √5, 1]

/-- A real symmetric one-electron density matrix in which every orbital holds
between zero and two electrons. -/
def Admissible {n : Type*} [Fintype n] (Q : Matrix n n ℝ) : Prop :=
  Q.IsSymm ∧ ∀ x : n → ℝ, 0 ≤ x ⬝ᵥ Q *ᵥ x ∧ x ⬝ᵥ Q *ᵥ x ≤ 2 * (x ⬝ᵥ x)

/-- All bond orders of butadiene are multiples of one number `c` with `√5 = 5 c`. -/
theorem density_param : ∃ c : ℝ, √5 = 5 * c ∧ c * c = 1 / 5 ∧
    density = !![1, 2 * c, 0, -c; 2 * c, 1, c, 0; 0, c, 1, 2 * c; -c, 0, 2 * c, 1] := by
  have h : √5 * √5 = (5 : ℝ) := Real.mul_self_sqrt (by norm_num)
  have hs : √5 ≠ (0 : ℝ) := by positivity
  refine ⟨(√5)⁻¹, ?_, ?_, ?_⟩
  · rw [eq_mul_inv_iff_mul_eq₀ hs]
    exact h
  · rw [← mul_inv, h]
    norm_num
  · simp only [density, div_eq_mul_inv, neg_mul, one_mul]

/-- The density matrix satisfies `P² = 2P` and commutes with the chain adjacency matrix. -/
theorem density_sq_and_commute :
    density * density = (2 : ℝ) • density ∧ density * chain = chain * density := by
  obtain ⟨c, -, hc, hP⟩ := density_param
  rw [hP]
  constructor
  · ext i j
    fin_cases i <;> fin_cases j <;>
      simp [Matrix.mul_apply, Fin.sum_univ_four] <;> linarith [hc]
  · ext i j
    fin_cases i <;> fin_cases j <;>
      simp [chain, Matrix.mul_apply, Fin.sum_univ_four] <;> linarith [hc]

/-- A real symmetric matrix with `Q² = 2Q` obeys the occupation bounds, for any number
of sites. -/
theorem admissible_of_sq {n : Type*} [Fintype n] {Q : Matrix n n ℝ}
    (hs : Q.IsSymm) (h : Q * Q = (2 : ℝ) • Q) : Admissible Q := by
  refine ⟨hs, fun x => ?_⟩
  have hn : ∀ y : n → ℝ, 0 ≤ y ⬝ᵥ y :=
    fun y => Finset.sum_nonneg fun i _ => mul_self_nonneg (y i)
  have h1 : (Q *ᵥ x) ⬝ᵥ (Q *ᵥ x) = 2 * (x ⬝ᵥ Q *ᵥ x) := by
    rw [Matrix.dotProduct_mulVec (Q *ᵥ x) Q x, ← Matrix.mulVec_transpose, hs.eq,
      Matrix.mulVec_mulVec, h, Matrix.smul_mulVec, smul_dotProduct, smul_eq_mul,
      dotProduct_comm]
  have h2 := hn (Q *ᵥ x)
  -- the squared length of `2x - Qx` gives the upper bound
  have h3 := hn ((2 : ℝ) • x - Q *ᵥ x)
  simp only [sub_dotProduct, dotProduct_sub, smul_dotProduct, dotProduct_smul,
    smul_eq_mul] at h3
  have h4 := dotProduct_comm (Q *ᵥ x) x
  constructor <;> linarith

/-- The butadiene density matrix obeys the occupation bounds and holds four electrons. -/
theorem density_admissible : Admissible density ∧ density.trace = 4 := by
  constructor
  · refine admissible_of_sq ?_ density_sq_and_commute.1
    ext i j
    fin_cases i <;> fin_cases j <;> rfl
  · rw [Matrix.trace, Fin.sum_univ_four]
    simp only [Matrix.diag_apply]
    norm_num [density]

end

end ButadieneDensity
```

Compiling this gives:

```
Main.lean:73:2: error: unsolved goals
case right
⊢ 2 +
        vecCons (![1, 2 / √5, 0, -1 / √5] 2)
          (fun i =>
            vecCons (![2 / √5, 1, (√5)⁻¹, 0] 2)
              (fun i => vecCons (![0, (√5)⁻¹, 1, 2 / √5] 2) (fun i => ![-1 / √5, 0, 2 / √5, 1] 2) i) i)
          2 +
      vecCons (![1, 2 / √5, 0, -1 / √5] 3)
        (fun i =>
          vecCons (![2 / √5, 1, (√5)⁻¹, 0] 3)
            (fun i => vecCons (![0, (√5)⁻¹, 1, 2 / √5] 3) (fun i => ![-1 / √5, 0, 2 / √5, 1] 3) i) i)
        3 =
    4
```

After these edits no error is left:

```diff
@@ -71,7 +71,9 @@
     ext i j
     fin_cases i <;> fin_cases j <;> rfl
-  · rw [Matrix.trace, Fin.sum_univ_four]
-    simp only [Matrix.diag_apply]
-    norm_num [density]
+  · have hd : ∀ i, density i i = 1 := fun i => by
+      fin_cases i <;> rfl
+    rw [Matrix.trace, Fin.sum_univ_four]
+    simp only [Matrix.diag_apply, hd]
+    norm_num
 
 end
```

Diagnosis. The single error says that the trace goal was left unfinished. `norm_num [density]` did evaluate the first two diagonal entries, whose sum is the leading `2`, but the entries at indices 2 and 3 remain as unevaluated `vecCons` expressions. The reason is that `norm_num` uses simp lemmas but does not run simprocs, the small programs that `simp` can also call. Reading a vector at index 0 or 1 is covered by the simp lemmas `Matrix.cons_val_zero` and `Matrix.cons_val_one`, while reading it at a larger numeral such as 2 or 3 is the job of the simproc `Matrix.cons_val`. Even the plain list `![1, 2 / √5, 0, -1 / √5] 2` is therefore left as it stands in the message. The goal itself is true.

The repair first proves `hd`, that every diagonal entry of `density` is 1. There `fin_cases i` splits the claim into the four indices, and `rfl` settles each by computing the entry from the definition, which needs neither simp lemmas nor simprocs. With `hd` added to the `simp only` call, the diagonal entries are replaced by 1 without the matrix being unfolded in the goal. `norm_num` then has only the sum 1 + 1 + 1 + 1 = 4 to check and no longer needs `density`.
